# An unfolded Monkhorst–Pack supercell mesh equals the equally dense primitive Monkhorst–Pack mesh unless an odd mesh meets an even supercell

When a perfect crystal is described in a supercell of \(N\) primitive cells along one axis, the Brillouin zone shrinks by the factor \(N\) along that axis, and \(q\) mesh points in the small zone represent \(Nq\) wavevectors of the primitive zone. Let both meshes follow the original Monkhorst–Pack formula, which leaves out the zone centre when the number of points is even. For \(N,q\ge 1\), these wavevectors are then, up to reciprocal lattice vectors, the \(Nq\)-point primitive mesh exactly when \(q\) is even or \(N\) is odd.

In Lean 4 with Mathlib:

```lean
import Mathlib

open Finset

namespace SupercellMeshes

noncomputable section

/-- The Monkhorst-Pack fractional coordinate `u_r(q) = (2r - q - 1)/(2q)`. -/
def mpPoint (q r : ℕ) : ℝ := (2 * (r : ℝ) - q - 1) / (2 * q)

/-- The `q`-point mesh along one reciprocal axis, repeated by all integer translations. -/
def mesh (q : ℕ) : Set ℝ :=
  {x | ∃ r ∈ Icc 1 q, ∃ m : ℤ, x = mpPoint q r + m}

/-- The `q`-point mesh of an `N`-fold supercell, unfolded into the primitive reciprocal cell
and repeated by all integer translations. -/
def unfolded (N q : ℕ) : Set ℝ :=
  {x | ∃ r ∈ Icc 1 q, ∃ j ∈ range N, ∃ m : ℤ, x = (mpPoint q r + j) / N + m}

/-- The product mesh with `q i` points along reciprocal axis `i`. -/
def grid {ι : Type*} (q : ι → ℕ) : Set (ι → ℝ) :=
  {k | ∀ i, k i ∈ mesh (q i)}

/-- The unfolded product mesh of a diagonal supercell with `N i` primitive cells along
axis `i`. -/
def unfoldedGrid {ι : Type*} (N q : ι → ℕ) : Set (ι → ℝ) :=
  {k | ∀ i, k i ∈ unfolded (N i) (q i)}

/-- Every integer is a label in `0, ..., n - 1` plus a multiple of `n`. -/
theorem int_split {n : ℕ} (hn : 0 < n) (a : ℤ) :
    ∃ t : ℕ, t < n ∧ ∃ m : ℤ, a = t + n * m := by
  have hn' : (0 : ℤ) < n := by exact_mod_cast hn
  obtain ⟨t, ht⟩ := Int.eq_ofNat_of_zero_le (Int.emod_nonneg a hn'.ne')
  have hlt := Int.emod_lt_of_pos a hn'
  have hdef := Int.emod_def a n
  rw [ht] at hlt hdef
  exact ⟨t, by exact_mod_cast hlt, a / n, by linarith⟩

/-- In units of half a mesh step, the coordinate `u_r(q)` is the integer `2r - q - 1`. -/
theorem two_mul_mpPoint {q : ℕ} (hq : 0 < q) (r : ℕ) :
    2 * (q : ℝ) * mpPoint q r = 2 * r - q - 1 := by
  have hq' : (q : ℝ) ≠ 0 := by positivity
  unfold mpPoint
  field_simp

/-- A coordinate belongs to the periodic mesh exactly when, in units of half a mesh step,
it is an integer of the form `2a - q - 1`. -/
theorem mem_mesh_iff {q : ℕ} (hq : 0 < q) (x : ℝ) :
    x ∈ mesh q ↔ ∃ a : ℤ, 2 * (q : ℝ) * x = 2 * a - q - 1 := by
  have hq' : (2 * (q : ℝ)) ≠ 0 := by positivity
  constructor
  · rintro ⟨r, -, m, rfl⟩
    refine ⟨r + q * m, ?_⟩
    push_cast
    linear_combination two_mul_mpPoint hq r
  · rintro ⟨a, ha⟩
    -- split the label into a mesh index and a reciprocal translation
    obtain ⟨t, ht, m, hm⟩ := int_split hq (a - 1)
    have hm' : (a : ℝ) - 1 = t + q * m := by exact_mod_cast hm
    refine ⟨t + 1, mem_Icc.2 ⟨by omega, by omega⟩, m, ?_⟩
    apply mul_left_cancel₀ hq'
    have h := two_mul_mpPoint hq (t + 1)
    push_cast at h
    linear_combination ha - h + 2 * hm'

/-- A primitive-cell coordinate `x` belongs to the unfolded mesh exactly when the supercell
coordinate `N x` belongs to the supercell mesh. -/
theorem mem_unfolded_iff {N : ℕ} (hN : 0 < N) (q : ℕ) (x : ℝ) :
    x ∈ unfolded N q ↔ (N : ℝ) * x ∈ mesh q := by
  have hN' : (N : ℝ) ≠ 0 := by positivity
  have key : ∀ y : ℝ, (N : ℝ) * (y / N) = y := fun y => by field_simp
  constructor
  · rintro ⟨r, hr, j, -, m, rfl⟩
    refine ⟨r, hr, j + N * m, ?_⟩
    push_cast
    linear_combination key (mpPoint q r + j)
  · rintro ⟨r, hr, m', h⟩
    obtain ⟨j, hj, m, hm⟩ := int_split hN m'
    have hm' : (m' : ℝ) = j + N * m := by exact_mod_cast hm
    refine ⟨r, hr, j, mem_range.2 hj, m, ?_⟩
    apply mul_left_cancel₀ hN'
    linear_combination h - key (mpPoint q r + j) + hm'

/-- If the unfolded mesh and the `Nq`-point primitive mesh share a single point, then `q` is
even or `N` is odd. -/
theorem parity_of_common_point {N q : ℕ} (hN : 0 < N) (hq : 0 < q) {x : ℝ}
    (h1 : x ∈ unfolded N q) (h2 : x ∈ mesh (N * q)) : Even q ∨ Odd N := by
  rw [mem_unfolded_iff hN, mem_mesh_iff hq] at h1
  rw [mem_mesh_iff (Nat.mul_pos hN hq)] at h2
  obtain ⟨a, ha⟩ := h1
  obtain ⟨b, hb⟩ := h2
  push_cast at hb
  have hR : 2 * (a : ℝ) - q = 2 * b - N * q := by linear_combination hb - ha
  have h : 2 * a - (q : ℤ) = 2 * b - N * q := by exact_mod_cast hR
  by_contra hc
  rw [not_or, Nat.not_even_iff_odd, Nat.not_odd_iff_even] at hc
  obtain ⟨⟨c, hc⟩, ⟨d, hd⟩⟩ := hc
  -- an odd number would equal an even one
  have e : (N : ℤ) * q = 2 * (d * q) := by
    rw [hd]; push_cast; ring
  rw [e] at h
  generalize (d : ℤ) * q = z at h
  omega

/-- Along one axis, the unfolded `q`-point mesh of an `N`-fold supercell agrees modulo 1 with
the `Nq`-point primitive mesh if and only if `q` is even or `N` is odd. -/
theorem unfolded_eq_mesh_iff {N q : ℕ} (hN : 0 < N) (hq : 0 < q) :
    unfolded N q = mesh (N * q) ↔ Even q ∨ Odd N := by
  constructor
  · intro h
    have hx : mpPoint q 1 / N ∈ unfolded N q :=
      ⟨1, mem_Icc.2 ⟨le_refl 1, hq⟩, 0, mem_range.2 hN, 0, by simp⟩
    exact parity_of_common_point hN hq hx (h ▸ hx)
  · intro h
    -- the two integer labels differ by c = (N - 1) q / 2
    obtain ⟨c, hc⟩ : ∃ c : ℤ, (N : ℤ) * q - q = 2 * c := by
      rcases h with ⟨e, rfl⟩ | ⟨d, rfl⟩
      · exact ⟨N * e - e, by push_cast; ring⟩
      · exact ⟨d * q, by push_cast; ring⟩
    have hc' : (N : ℝ) * q - q = 2 * c := by exact_mod_cast hc
    ext x
    rw [mem_unfolded_iff hN, mem_mesh_iff hq, mem_mesh_iff (Nat.mul_pos hN hq)]
    push_cast
    constructor
    · rintro ⟨a, ha⟩
      exact ⟨a + c, by push_cast; linear_combination ha + hc'⟩
    · rintro ⟨b, hb⟩
      exact ⟨b - c, by push_cast; linear_combination hb - hc'⟩

/-- For a diagonal supercell in any dimension, the unfolded product mesh agrees with the
primitive product mesh if and only if, along every axis, `q i` is even or `N i` is odd. -/
theorem unfoldedGrid_eq_grid_iff {ι : Type*} {N q : ι → ℕ}
    (hN : ∀ i, 0 < N i) (hq : ∀ i, 0 < q i) :
    unfoldedGrid N q = grid (fun i => N i * q i) ↔ ∀ i, Even (q i) ∨ Odd (N i) := by
  constructor
  · intro h i
    -- one common point tests all axes at once
    have hk : (fun i => mpPoint (q i) 1 / (N i : ℝ)) ∈ unfoldedGrid N q := fun i =>
      ⟨1, mem_Icc.2 ⟨le_refl 1, hq i⟩, 0, mem_range.2 (hN i), 0, by simp⟩
    have hk' := hk
    rw [h] at hk'
    exact parity_of_common_point (hN i) (hq i) (hk i) (hk' i)
  · intro h
    ext k
    refine forall_congr' fun i => ?_
    rw [(unfolded_eq_mesh_iff (hN i) (hq i)).2 (h i)]

/-- For odd `q` and even `N`, displacing the unfolded mesh by half a mesh step, `1/(2Nq)`,
gives the `Nq`-point primitive mesh. -/
theorem half_step_shift {N q : ℕ} (hN : 0 < N) (hq : Odd q) (hN2 : Even N) (x : ℝ) :
    x ∈ unfolded N q ↔ x + 1 / (2 * ((N : ℝ) * q)) ∈ mesh (N * q) := by
  have hq0 : 0 < q := hq.pos
  have hs : 2 * ((N : ℝ) * q) * (1 / (2 * ((N : ℝ) * q))) = 1 :=
    mul_one_div_cancel (by positivity)
  obtain ⟨c, hc⟩ : ∃ c : ℤ, (N : ℤ) * q - q + 1 = 2 * c := by
    obtain ⟨e, rfl⟩ := hq
    obtain ⟨d, rfl⟩ := hN2
    exact ⟨d * (2 * e + 1) - e, by push_cast; ring⟩
  have hc' : (N : ℝ) * q - q + 1 = 2 * c := by exact_mod_cast hc
  rw [mem_unfolded_iff hN, mem_mesh_iff hq0, mem_mesh_iff (Nat.mul_pos hN hq0)]
  generalize 1 / (2 * ((N : ℝ) * q)) = s at hs ⊢
  push_cast
  constructor
  · rintro ⟨a, ha⟩
    exact ⟨a + c, by push_cast; linear_combination ha + hs + hc'⟩
  · rintro ⟨b, hb⟩
    exact ⟨b - c, by push_cast; linear_combination hb - hs - hc'⟩

/-- Unfolded points that agree modulo 1 have the same mesh index `r` and the same
unfolding index `j`. -/
theorem unfolded_distinct {N q r r' j j' : ℕ} (hr : r ∈ Icc 1 q) (hr' : r' ∈ Icc 1 q)
    (hj : j < N) (hj' : j' < N) (m : ℤ)
    (h : (mpPoint q r + j) / N = (mpPoint q r' + j') / N + m) : r = r' ∧ j = j' := by
  rw [mem_Icc] at hr hr'
  have hq : 0 < q := by omega
  have hN : 0 < N := by omega
  have hN' : (N : ℝ) ≠ 0 := by positivity
  have key : ∀ y : ℝ, (N : ℝ) * (y / N) = y := fun y => by field_simp
  have small : ∀ n k : ℤ, -n < n * k → n * k < n → k = 0 := by
    intro n k h1 h2
    have hn : 0 < n := by linarith
    have h3 : k < 1 := by nlinarith
    have h4 : -1 < k := by nlinarith
    omega
  have h3 : mpPoint q r + j = mpPoint q r' + j' + N * m := by
    linear_combination (N : ℝ) * h - key (mpPoint q r + j) + key (mpPoint q r' + j')
  have hR : (r : ℝ) - r' = q * (j' - j + N * m) := by
    linear_combination (q : ℝ) * h3 - two_mul_mpPoint hq r / 2 + two_mul_mpPoint hq r' / 2
  have hI : (r : ℤ) - r' = q * (j' - j + N * m) := by exact_mod_cast hR
  -- index differences are too small to be non-zero multiples of q and N
  have hk := small q (j' - j + N * m) (by rw [← hI]; omega) (by rw [← hI]; omega)
  have e : (N : ℤ) * m = j - j' := by linarith
  have hm := small N m (by rw [e]; omega) (by rw [e]; omega)
  rw [hk, mul_zero] at hI
  rw [hm, mul_zero] at e
  exact ⟨by omega, by omega⟩

/-- Points of the `q`-point mesh that agree modulo 1 have the same index. -/
theorem mesh_distinct {q r r' : ℕ} (hr : r ∈ Icc 1 q) (hr' : r' ∈ Icc 1 q) (m : ℤ)
    (h : mpPoint q r = mpPoint q r' + m) : r = r' :=
  (unfolded_distinct (N := 1) (j := 0) (j' := 0) hr hr' Nat.one_pos Nat.one_pos m
    (by simpa using h)).1

end

end SupercellMeshes
```

```lean
#print axioms SupercellMeshes.unfolded_eq_mesh_iff
-- 'SupercellMeshes.unfolded_eq_mesh_iff' depends on axioms: [propext, Classical.choice, Quot.sound]
#print axioms SupercellMeshes.unfoldedGrid_eq_grid_iff
-- 'SupercellMeshes.unfoldedGrid_eq_grid_iff' depends on axioms: [propext, Classical.choice, Quot.sound]
#print axioms SupercellMeshes.half_step_shift
-- 'SupercellMeshes.half_step_shift' depends on axioms: [propext, Classical.choice, Quot.sound]
#print axioms SupercellMeshes.mesh_distinct
-- 'SupercellMeshes.mesh_distinct' depends on axioms: [propext, Classical.choice, Quot.sound]
```

## Two periodic sets of wavevectors

Along one reciprocal axis, a wavevector is given by its fractional coordinate, a real number in units of the reciprocal lattice vector. The \(q\)-point Monkhorst–Pack mesh has the coordinates

\[
u_r(q)=\frac{2r-q-1}{2q},\qquad r=1,\dots,q,
\]

which is `mpPoint q r`. Coordinates that differ by an integer describe the same Bloch wavevector. The set `mesh q` therefore contains every integer translate of these points, and equality of two such sets means agreement modulo 1.

The reciprocal vector of the supercell is \(1/N\) of the primitive one, so a supercell coordinate \(y\) is the primitive coordinate \(y/N\). The supercell does not distinguish \(y\) from \(y+j\) for integer \(j\), but the primitive cell does, for \(j=0,\dots,N-1\). Each supercell point thus unfolds into the \(N\) points \((u_r(q)+j)/N\), and `unfolded N q` is the set of these points with all their integer translates.

The theorem `unfolded_eq_mesh_iff` states that, for positive \(N\) and \(q\), `unfolded N q = mesh (N * q)` holds if and only if `Even q ∨ Odd N`.

For several axes, `grid` and `unfoldedGrid` require the corresponding membership for each component, with \(q_i\) mesh points and \(N_i\) primitive cells along axis \(i\). The theorem `unfoldedGrid_eq_grid_iff` says that the product meshes agree exactly when the parity condition holds along every axis. The index type `ι` is arbitrary, so the dimension is not fixed at three. The supercell must be diagonal, meaning that each of its lattice vectors is a multiple of one primitive vector. Sheared supercells, meshes with other offsets and reduction by point-group symmetry are not treated.

For non-interacting electrons in a perfect crystal with a diagonal supercell, matching meshes sample the same Bloch states, so the band energy per primitive cell is the same in both descriptions. If the parity condition fails, the two calculations sample different wavevectors and can differ at finite mesh density. These energy statements are a physical reading of the theorems, which concern only the coordinates.

## Integer labels in units of half a mesh step

A coordinate \(x\) in the periodic \(q\)-point mesh has the form \(x=u_r(q)+m\) with \(m\) an integer. Multiplication by \(2q\) gives

\[
2qx=2r-q-1+2qm=2a-q-1,\qquad a=r+qm .
\]

Conversely, let \(2qx=2a-q-1\) for some integer \(a\). Division of \(a-1\) by \(q\) gives \(a-1=t+qm\) with \(0\le t<q\), and \(r=t+1\) is then a valid mesh index with \(x=u_r(q)+m\). This equivalence is `mem_mesh_iff`; the division with remainder is supplied by `int_split`, and `linear_combination` checks the algebra.

For the unfolded mesh, \(x=(u_r(q)+j)/N+m\) gives \(Nx=u_r(q)+j+Nm\), which lies in the supercell mesh. In the other direction, if \(Nx=u_r(q)+m'\), the integer \(m'\) splits as \(j+Nm\) with \(0\le j<N\), and division by \(N\) recovers the unfolded form. This is `mem_unfolded_iff`: \(x\) is in the unfolded mesh exactly when \(Nx\) is in the supercell mesh.

Both memberships are now conditions on the same number \(2Nqx\):

\[
\begin{aligned}
\text{unfolded:}\quad & 2Nqx=2a-q-1,\\
\text{primitive:}\quad & 2Nqx=2b-Nq-1,
\end{aligned}
\]

for some integers \(a\) and \(b\) respectively.

## One shared point decides the parity

If a single \(x\) satisfies both conditions, subtraction gives

\[
(N-1)q=2(b-a),
\]

so \((N-1)q\) is even, which means that \(q\) is even or \(N\) is odd. The lemma `parity_of_common_point` proves this by contradiction: with \(q\) odd and \(N=2d\), the equation \(2a-q=2b-2dq\) would equate an odd number with an even one, which `omega` rejects.

If the two meshes are equal, they do share a point, for instance \(u_1(q)/N\), which is the unfolded point with \(r=1\) and \(j=0\). This gives the forward direction of `unfolded_eq_mesh_iff`.

For the converse, the parity condition provides an integer \(c\) with \((N-1)q=2c\). If \(q=2e\), then \(c=(N-1)e\); if \(N=2d+1\), then \(c=dq\). Setting \(b=a+c\) gives

\[
2b-Nq-1=2a+(N-1)q-Nq-1=2a-q-1 ,
\]

so every unfolded label has a primitive label for the same \(x\), and \(a=b-c\) leads back. The two `linear_combination` steps at the end of the proof are these substitutions.

For product meshes, the vector with components \(u_1(q_i)/N_i\) lies in the unfolded mesh. If the product meshes are equal, it is a common point along every axis at once, and the parity condition follows for each \(i\). Conversely, the one-axis equality is applied component by component.

## The odd–even case is a half-step displacement

Let \(q\) be odd and \(N\) even. The neighbouring points of the primitive mesh are \(1/(Nq)\) apart, and half of this step is \(s=1/(2Nq)\). For an unfolded point,

\[
2Nq(x+s)=(2a-q-1)+1=2a-q .
\]

The number \(Nq-q+1\) is even because \(Nq\) is even and \(q\) is odd. Writing it as \(2c\) and setting \(b=a+c\) gives \(2a-q=2b-Nq-1\), the condition for \(x+s\) to lie in the primitive mesh. The steps can be reversed, and `half_step_shift` states the resulting equivalence for every real \(x\). The unfolded points thus lie midway between neighbouring primitive mesh points.

The smallest instance is \(N=2\), \(q=1\). The supercell mesh is the single point \(0\), which unfolds to \(0\) and \(1/2\), whereas the two-point primitive mesh is \(-1/4\) and \(1/4\). A displacement by \(s=1/4\) carries the first pair to \(1/4\) and \(3/4\), and \(3/4\) is equivalent to \(-1/4\). For \(N=1\) there is nothing to unfold, and the meshes agree for every \(q\), as the condition "\(N\) odd" requires.

## Equal weights survive the comparison

A set does not record how often a point occurs, so equality of sets would not by itself preserve the equal weights of a mesh average. The theorem `unfolded_distinct` excludes repetitions. Suppose that

\[
\frac{u_r(q)+j}{N}=\frac{u_{r'}(q)+j'}{N}+m
\]

with both pairs of labels in their allowed ranges and \(m\) an integer. Since \(u_r(q)-u_{r'}(q)=(r-r')/q\), multiplication by \(Nq\) gives

\[
r-r'=q\,(j'-j+Nm).
\]

The left side is smaller than \(q\) in absolute value, so the integer in brackets is zero and \(r=r'\). Then \(Nm=j-j'\), which is smaller than \(N\) in absolute value, so \(m=0\) and \(j=j'\). The auxiliary statement `small` in the proof is this argument about multiples, used once for \(q\) and once for \(N\).

The case \(N=1\) is `mesh_distinct`, which says that the points of a single Monkhorst–Pack mesh are inequivalent. Both descriptions therefore contain \(Nq\) different wavevectors along the axis, and when the sets agree, a weight of \(1/(Nq)\) per point is the same weight in each.
